# The uniform-force kernel with cubic phase solves the Schrödinger equation for $t>0$

A formal statement must fix what "satisfies the equation" means. Here, `SolvesSchrodingerAt` requires genuine derivatives at $(x,t)$: one in time and two in space, with the first space derivative existing at every position. They must obey
$$i\hbar\,\psi_t=-\frac{\hbar^2}{2m}\psi_{xx}-Fx\,\psi .$$

This describes one particle of mass $m$ on a line under a constant force $F$, hence with potential $-Fx$. It travels from $y$ to $x$ in time $t$. The cubic term of the action carries an adjustable real number $c$; the kernel of the title has $c=1/24$:
$$S=\frac{m(x-y)^2}{2t}+\frac{Ft(x+y)}{2}-\frac{cF^2t^3}{m},\qquad K=t^{-1/2}e^{iS/\hbar}.$$

```lean
import Mathlib

open Complex

namespace UniformForcePropagator

noncomputable section

/-- The action for motion from `y` to `x` in time `t` under a uniform force `F`, with an adjustable
number `c` in the cubic term `-c F² t³ / m`. -/
def action (m F c y x t : ℝ) : ℝ :=
  m * (x - y) ^ 2 / (2 * t) + F * t * (x + y) / 2 - c * F ^ 2 * t ^ 3 / m

/-- The final momentum `m (x - y) / t + F t / 2`. -/
def momentum (m F y x t : ℝ) : ℝ := m * (x - y) / t + F * t / 2

/-- The explicit expression for the rate of change of the action with the final time. -/
def actionRate (m F c y x t : ℝ) : ℝ :=
  -(m * (x - y) ^ 2 / (2 * t ^ 2)) + F * (x + y) / 2 - 3 * c * F ^ 2 * t ^ 2 / m

/-- The kernel `t^(-1/2) exp(i S / ħ)` built from the action `S`. -/
def kernel (m ħ F c y x t : ℝ) : ℂ :=
  ((t ^ (-(1 / 2) : ℝ) : ℝ) : ℂ) * Complex.exp (I * (action m F c y x t : ℂ) / (ħ : ℂ))

/-- The wave function `ψ` has the required derivatives at `(x, t)` and satisfies there
`i ħ ψ_t = -(ħ² / 2m) ψ_xx - F x ψ`. -/
def SolvesSchrodingerAt (m ħ F : ℝ) (ψ : ℝ → ℝ → ℂ) (x t : ℝ) : Prop :=
  ∃ (ψt ψxx : ℂ) (ψx : ℝ → ℂ),
    HasDerivAt (fun s => ψ x s) ψt t ∧
    (∀ u, HasDerivAt (fun v => ψ v t) (ψx u) u) ∧
    HasDerivAt ψx ψxx x ∧
    I * (ħ : ℂ) * ψt = -((ħ : ℂ) ^ 2 / (2 * (m : ℂ))) * ψxx - (F : ℂ) * (x : ℂ) * ψ x t
```

`kernel` omits the constant factor $\sqrt{m/(2\pi i\hbar)}$, which a linear equation cannot detect. The delta-function limit as $t\to0^+$ is not part of the statement. Requiring that limit as well as the equation would be a step towards treating $K$ as the kernel of the evolution operator; it would make the constant factor matter and call for oscillatory integrals.

## Positive elapsed time

The condition $t>0$ says that the particle arrives after it departs. By hand it permits differentiation of $1/t$ and $t^{-1/2}$. The action gives
$$p:=S_x=\frac{m(x-y)}{t}+\frac{Ft}{2},$$
$$S_t=-\frac{m(x-y)^2}{2t^2}+\frac{F(x+y)}{2}-\frac{3cF^2t^2}{m}.$$

These are `momentum` and `actionRate`. Each proof assembles the derivative from standard rules, then `ring` matches it to the stated form.

```lean
/-- The derivative of the action with respect to the final position is the final momentum. -/
theorem hasDerivAt_action_space (m F c y x t : ℝ) :
    HasDerivAt (fun u => action m F c y u t) (momentum m F y x t) x := by
  have h1 : HasDerivAt (fun u : ℝ => (u - y) ^ 2) (2 * (x - y)) x := by
    simpa using ((hasDerivAt_id' x).sub_const y).fun_pow 2
  have h2 := (((hasDerivAt_id' x).add_const y).const_mul (F * t)).div_const 2
  refine ((((h1.const_mul m).div_const (2 * t)).fun_add h2).sub_const
    (c * F ^ 2 * t ^ 3 / m)).congr_deriv ?_
  unfold momentum
  ring

/-- The derivative of the action with respect to the final time is `actionRate`. -/
theorem hasDerivAt_action_time (m F c y x : ℝ) {t : ℝ} (ht : t ≠ 0) :
    HasDerivAt (fun s => action m F c y x s) (actionRate m F c y x t) t := by
  have e : (fun s => action m F c y x s) = fun s =>
      m * (x - y) ^ 2 / 2 * s⁻¹ + F * (x + y) / 2 * s - c * F ^ 2 / m * s ^ 3 := by
    funext s
    unfold action
    ring
  have h3 : HasDerivAt (fun s : ℝ => s ^ 3) (3 * t ^ 2) t := by
    simpa using hasDerivAt_pow 3 t
  rw [e]
  refine ((((hasDerivAt_inv ht).const_mul (m * (x - y) ^ 2 / 2)).fun_add
    ((hasDerivAt_id' t).const_mul (F * (x + y) / 2))).fun_sub
    (h3.const_mul (c * F ^ 2 / m))).congr_deriv ?_
  unfold actionRate
  ring
```

The time derivative needs only $t\ne0$. At $t=0$ the kernel is singular. For $t<0$ Lean's real power $t^{-1/2}$ is zero, so the equation would hold for every $c$ and say nothing.

## Positive mass

Mass sets the kinetic energy $p^2/(2m)$. Expanding,
$$\frac{p^2}{2m}=\frac{m(x-y)^2}{2t^2}+\frac{F(x-y)}{2}+\frac{F^2t^2}{8m}.$$
Adding $S_t-Fx$ cancels the quadratic terms and the terms linear in $F$, leaving the Hamilton–Jacobi defect
$$D:=S_t+\frac{p^2}{2m}-Fx=\left(\frac18-3c\right)\frac{F^2t^2}{m}.$$

```lean
/-- The left side of the Hamilton-Jacobi equation, `S_t + S_x² / 2m - F x`, equals
`(1/8 - 3c) F² t² / m`. -/
theorem hamilton_jacobi_defect (F c y x : ℝ) {m t : ℝ} (hm : m ≠ 0) (ht : t ≠ 0) :
    actionRate m F c y x t + momentum m F y x t ^ 2 / (2 * m) - F * x
      = (1 / 8 - 3 * c) * F ^ 2 * t ^ 2 / m := by
  unfold actionRate momentum
  field_simp
  ring
```

Here `field_simp` clears the denominators, using only $m\ne0$ and $t\ne0$. The algebra would survive a negative mass; positivity is the physical restriction. At $m=0$ the kinetic term has no meaning.

## Positive $\hbar$

The constant $\hbar$ converts action into phase. The chain and product rules give
$$K_x=\frac{ip}{\hbar}K,\qquad K_{xx}=\left(\frac{im}{\hbar t}-\frac{p^2}{\hbar^2}\right)K,$$
$$K_t=\left(-\frac1{2t}+\frac{iS_t}{\hbar}\right)K.$$

```lean
/-- The first space derivative of the kernel is `(i p / ħ) K`, with `p` the final momentum. -/
theorem hasDerivAt_kernel_space (m ħ F c y x t : ℝ) :
    HasDerivAt (fun u => kernel m ħ F c y u t)
      (I * (momentum m F y x t : ℂ) / (ħ : ℂ) * kernel m ħ F c y x t) x := by
  have h := ((((hasDerivAt_action_space m F c y x t).ofReal_comp.const_mul I).div_const
    (ħ : ℂ)).cexp).const_mul ((t ^ (-(1 / 2) : ℝ) : ℝ) : ℂ)
  refine h.congr_deriv ?_
  simp only [kernel]
  ring

/-- The second space derivative of the kernel is `(i m / (ħ t) + (i p / ħ)²) K`. -/
theorem hasDerivAt_kernel_space_two (m ħ F c y x t : ℝ) :
    HasDerivAt (fun u => I * (momentum m F y u t : ℂ) / (ħ : ℂ) * kernel m ħ F c y u t)
      ((I * ((m : ℂ) / (t : ℂ)) / (ħ : ℂ) + (I * (momentum m F y x t : ℂ) / (ħ : ℂ)) ^ 2)
        * kernel m ħ F c y x t) x := by
  have hp : HasDerivAt (fun u => momentum m F y u t) (m / t) x := by
    refine (((((hasDerivAt_id' x).sub_const y).const_mul m).div_const t).add_const
      (F * t / 2)).congr_deriv ?_
    ring
  refine (((hp.ofReal_comp.const_mul I).div_const (ħ : ℂ)).fun_mul
    (hasDerivAt_kernel_space m ħ F c y x t)).congr_deriv ?_
  simp only [Complex.ofReal_div]
  ring

/-- The time derivative of the kernel is `(-1 / 2t + i S_t / ħ) K`. -/
theorem hasDerivAt_kernel_time (m ħ F c y x : ℝ) {t : ℝ} (ht : t ≠ 0) :
    HasDerivAt (fun s => kernel m ħ F c y x s)
      ((-(1 / (2 * (t : ℂ))) + I * (actionRate m F c y x t : ℂ) / (ħ : ℂ))
        * kernel m ħ F c y x t) t := by
  have hA : HasDerivAt (fun s : ℝ => s ^ (-(1 / 2) : ℝ))
      (-(1 / (2 * t)) * t ^ (-(1 / 2) : ℝ)) t := by
    refine (Real.hasDerivAt_rpow_const (Or.inl ht)).congr_deriv ?_
    rw [Real.rpow_sub_one ht]
    ring
  refine (hA.ofReal_comp.fun_mul (((hasDerivAt_action_time m F c y x ht).ofReal_comp.const_mul
    I).div_const (ħ : ℂ)).cexp).congr_deriv ?_
  simp only [kernel, Complex.ofReal_mul, Complex.ofReal_neg, Complex.ofReal_div,
    Complex.ofReal_one, Complex.ofReal_ofNat]
  ring
```

Both sides of the Schrödinger equation then contain $-i\hbar K/(2t)$, from the prefactor on the left and from $p_x=m/t$ on the right. The difference, left minus right, is
$$\left(-S_t-\frac{p^2}{2m}+Fx\right)K=-DK .$$

```lean
/-- For the kernel, the two sides of the Schrödinger equation differ by minus the
Hamilton-Jacobi defect times the kernel. -/
theorem schrodinger_defect (F c y x : ℝ) {m ħ t : ℝ} (hm : m ≠ 0) (hħ : ħ ≠ 0) (ht : t ≠ 0) :
    I * (ħ : ℂ) * ((-(1 / (2 * (t : ℂ))) + I * (actionRate m F c y x t : ℂ) / (ħ : ℂ))
        * kernel m ħ F c y x t)
      - (-((ħ : ℂ) ^ 2 / (2 * (m : ℂ))) * ((I * ((m : ℂ) / (t : ℂ)) / (ħ : ℂ)
          + (I * (momentum m F y x t : ℂ) / (ħ : ℂ)) ^ 2) * kernel m ħ F c y x t)
        - (F : ℂ) * (x : ℂ) * kernel m ħ F c y x t)
      = -((actionRate m F c y x t + momentum m F y x t ^ 2 / (2 * m) - F * x : ℝ) : ℂ)
        * kernel m ħ F c y x t := by
  have hm' : (m : ℂ) ≠ 0 := Complex.ofReal_ne_zero.2 hm
  have hh' : (ħ : ℂ) ≠ 0 := Complex.ofReal_ne_zero.2 hħ
  have ht' : (t : ℂ) ≠ 0 := Complex.ofReal_ne_zero.2 ht
  push_cast
  generalize kernel m ħ F c y x t = K
  generalize (actionRate m F c y x t : ℂ) = E
  generalize (momentum m F y x t : ℂ) = p
  have h1 : I * (ħ : ℂ) * (I * E / (ħ : ℂ)) = -E := by
    calc I * (ħ : ℂ) * (I * E / (ħ : ℂ)) = I ^ 2 * E * ((ħ : ℂ) / (ħ : ℂ)) := by ring
      _ = -E := by rw [Complex.I_sq, div_self hh']; ring
  have hp : (I * p / (ħ : ℂ)) ^ 2 = -(p ^ 2 / (ħ : ℂ) ^ 2) := by
    rw [div_pow, mul_pow, Complex.I_sq]
    ring
  -- the spreading term i ħ / 2t is what the prefactor compensates
  have h2 : (ħ : ℂ) ^ 2 / (2 * (m : ℂ)) * (I * ((m : ℂ) / (t : ℂ)) / (ħ : ℂ)
      + (I * p / (ħ : ℂ)) ^ 2) = I * (ħ : ℂ) / (2 * (t : ℂ)) - p ^ 2 / (2 * (m : ℂ)) := by
    rw [hp]
    field_simp
    ring
  linear_combination K * h1 + K * h2
```

The proof treats $K$, $S_t$ and $p$ as arbitrary complex numbers, and `linear_combination` joins the two cancellations `h1` and `h2`. As with the mass, the algebra needs $\hbar\ne0$ rather than $\hbar>0$; at $\hbar=0$ the phase is undefined.

At $c=1/24$ we have $D=0$, so the equation holds for all real $F,x,y$ and all positive $m,\hbar,t$.

```lean
/-- The kernel with `c = 1/24`, that is, with cubic phase `-F² t³ / (24 m ħ)`, satisfies the
Schrödinger equation at every position and every positive time. -/
theorem propagator_solves_schrodinger (F y x : ℝ) {m ħ t : ℝ}
    (hm : 0 < m) (hħ : 0 < ħ) (ht : 0 < t) :
    SolvesSchrodingerAt m ħ F (kernel m ħ F (1 / 24) y) x t := by
  refine ⟨_, _, _, hasDerivAt_kernel_time m ħ F (1 / 24) y x ht.ne',
    fun u => hasDerivAt_kernel_space m ħ F (1 / 24) y u t,
    hasDerivAt_kernel_space_two m ħ F (1 / 24) y x t, sub_eq_zero.1 ?_⟩
  refine (schrodinger_defect F (1 / 24) y x hm.ne' hħ.ne' ht.ne').trans ?_
  rw [hamilton_jacobi_defect F (1 / 24) y x hm.ne' ht.ne']
  norm_num
```

The same identity gives a neighbouring result: for any other $c$, $K$ solves the equation with potential $-Fx-D(t)$. The extra term depends on time alone: a wrong cubic coefficient only multiplies $K$ by a phase factor independent of $x$ and $y$.

## Nonzero force, for the converse

If $F\ne0$, the equation at a single point with $t>0$ forces $c=1/24$. Uniqueness of derivatives identifies those supplied by the hypothesis with those above, so $DK=0$. Since $K\ne0$, $D=0$; since $F^2t^2/m\ne0$, $1/8-3c=0$. With $F=0$ the cubic term disappears and every $c$ works.

```lean
/-- For a nonzero force, the kernel satisfies the Schrödinger equation at a given point with `t > 0`
exactly when `c = 1/24`, the cubic term of the action being `-c F² t³ / m`. -/
theorem solves_iff_cubic_coefficient (c y x : ℝ) {m ħ F t : ℝ}
    (hm : 0 < m) (hħ : 0 < ħ) (hF : F ≠ 0) (ht : 0 < t) :
    SolvesSchrodingerAt m ħ F (kernel m ħ F c y) x t ↔ c = 1 / 24 := by
  constructor
  · rintro ⟨ψt, ψxx, ψx, h1, h2, h3, h4⟩
    -- derivatives are unique, so they are the ones computed above
    have e1 := h1.unique (hasDerivAt_kernel_time m ħ F c y x ht.ne')
    have e2 : ψx = fun u => I * (momentum m F y u t : ℂ) / (ħ : ℂ) * kernel m ħ F c y u t :=
      funext fun u => (h2 u).unique (hasDerivAt_kernel_space m ħ F c y u t)
    rw [e2] at h3
    have e3 := h3.unique (hasDerivAt_kernel_space_two m ħ F c y x t)
    rw [e1, e3] at h4
    have d := (schrodinger_defect F c y x hm.ne' hħ.ne' ht.ne').symm.trans (sub_eq_zero.2 h4)
    have hK : kernel m ħ F c y x t ≠ 0 :=
      mul_ne_zero (Complex.ofReal_ne_zero.2 (Real.rpow_pos_of_pos ht _).ne')
        (Complex.exp_ne_zero _)
    have d' := Complex.ofReal_eq_zero.1 (neg_eq_zero.1 ((mul_eq_zero.1 d).resolve_right hK))
    rw [hamilton_jacobi_defect F c y x hm.ne' ht.ne'] at d'
    have hne : F ^ 2 * t ^ 2 / m ≠ 0 := by positivity
    have hz : (1 / 8 - 3 * c) * (F ^ 2 * t ^ 2 / m) = 0 := by linear_combination d'
    have := (mul_eq_zero.1 hz).resolve_right hne
    linarith
  · rintro rfl
    exact propagator_solves_schrodinger F y x hm hħ ht
```

## Two positive slice durations

Let the particle pass through $z$ after an earlier slice of duration $s>0$, followed by one of duration $t>0$. In the summed action, $z^2$ has coefficient $A=m(t+s)/(2ts)$, and the linear coefficient is $-2Az_*$, where
$$z_*=\frac{sx+ty}{t+s}-\frac{Fts}{2m}.$$
Completing the square leaves $A(z-z_*)^2$ plus terms free of $z$. Among these, the cubic terms combine through
$$t^3+s^3+3ts(t+s)=(t+s)^3,$$
and the others give the free and linear terms for duration $t+s$.

```lean
/-- Time slicing for `c = 1/24`: the actions of two successive slices, joined at `z`, add up to the
action of the whole interval plus a perfect square in `z`. -/
theorem action_time_slicing (F x y z : ℝ) {m s t : ℝ} (hm : 0 < m) (hs : 0 < s) (ht : 0 < t) :
    action m F (1 / 24) z x t + action m F (1 / 24) y z s
      = action m F (1 / 24) y x (t + s) + m * (t + s) / (2 * t * s)
        * (z - ((s * x + t * y) / (t + s) - F * t * s / (2 * m))) ^ 2 := by
  have hts : t + s ≠ 0 := by positivity
  unfold action
  field_simp
  ring

end

end UniformForcePropagator
```

Positivity keeps $m$, $t$, $s$ and $t+s$ away from zero; `field_simp` and `ring` do the rest. In a real-time path integral for one particle in one dimension under a uniform force, slices with this action therefore merge without a time-step error in the action.

```lean
#print axioms UniformForcePropagator.solves_iff_cubic_coefficient
#print axioms UniformForcePropagator.action_time_slicing
```

```
'UniformForcePropagator.solves_iff_cubic_coefficient' depends on axioms: [propext, Classical.choice, Quot.sound]
'UniformForcePropagator.action_time_slicing' depends on axioms: [propext, Classical.choice, Quot.sound]
```
